# The g-value of a two-orbital Kramers pair and the error of its perturbative formula

For one electron in the orbitals p_x and p_y with energy gap D > 0, spin-orbit coupling ζ ≥ 0, spin g-factor g and a field along z, measured in energy units (Bohr magneton times field), the splitting of the lowest Kramers pair, spin up minus spin down, has the slope g − 2ζ/√(D² + ζ²) at zero magnetic field. The perturbative value, first order in ζ, is g − 2ζ/D, and the two differ by at most ζ³/D³.

```lean
import Mathlib

open Matrix Filter Topology

namespace KramersGShift

noncomputable section

/-- The Hamiltonian of the Kramers component `s` in a field `B`: two orbitals with gap `D`, coupled
by the imaginary element of spin-orbit coupling and orbital Zeeman term, plus the spin Zeeman
energy `s g B / 2`. -/
def hamiltonian (D ζ g s B : ℝ) : Matrix (Fin 2) (Fin 2) ℂ :=
  !![0, -Complex.I * ((s * ζ / 2 + B : ℝ) : ℂ);
     Complex.I * ((s * ζ / 2 + B : ℝ) : ℂ), (D : ℂ)] + ((s * g * B / 2 : ℝ) : ℂ) • 1

/-- The energies of a two-level Hamiltonian: the real numbers that have a nonzero eigenvector. -/
def energies (M : Matrix (Fin 2) (Fin 2) ℂ) : Set ℝ :=
  {E | ∃ v : Fin 2 → ℂ, v ≠ 0 ∧ M *ᵥ v = (E : ℂ) • v}

/-- The lower root of the secular equation as a function of the field. -/
def lowerLevel (D ζ g s B : ℝ) : ℝ :=
  s * g * B / 2 + (D - √(D ^ 2 + 4 * (s * ζ / 2 + B) ^ 2)) / 2

/-- Time reversal: complex conjugation of the Hamiltonian reverses both the Kramers label and
the field. -/
theorem hamiltonian_time_reversal (D ζ g s B : ℝ) :
    hamiltonian D ζ g (-s) (-B) = (hamiltonian D ζ g s B).map (starRingEnd ℂ) := by
  have h2 : (starRingEnd ℂ) 2 = 2 := by
    have h := Complex.conj_ofReal 2
    rwa [Complex.ofReal_ofNat] at h
  ext i j
  fin_cases i <;> fin_cases j <;> simp [hamiltonian] <;> rw [h2] <;> ring

/-- The secular equation: `E` is an energy exactly when, measured from the spin Zeeman energy, its
signed distances from the two uncoupled levels `0` and `D` multiply to the squared coupling. -/
theorem mem_energies_iff (D ζ g s B E : ℝ) :
    E ∈ energies (hamiltonian D ζ g s B) ↔
      (E - s * g * B / 2) * (E - s * g * B / 2 - D) = (s * ζ / 2 + B) ^ 2 := by
  have h1 : ∀ v : Fin 2 → ℂ, hamiltonian D ζ g s B *ᵥ v = (E : ℂ) • v ↔
      (hamiltonian D ζ g s B - (E : ℂ) • 1) *ᵥ v = 0 := by
    intro v
    rw [Matrix.sub_mulVec, Matrix.smul_mulVec, Matrix.one_mulVec, sub_eq_zero]
  have h2 : (hamiltonian D ζ g s B - (E : ℂ) • 1).det =
      (((E - s * g * B / 2) * (E - s * g * B / 2 - D) - (s * ζ / 2 + B) ^ 2 : ℝ) : ℂ) := by
    rw [Matrix.det_fin_two]
    simp [hamiltonian]
    linear_combination ((s : ℂ) * ζ / 2 + B) ^ 2 * Complex.I_sq
  -- a nonzero eigenvector exists exactly when the secular determinant vanishes
  have h3 : E ∈ energies (hamiltonian D ζ g s B) ↔
      (hamiltonian D ζ g s B - (E : ℂ) • 1).det = 0 := by
    rw [← Matrix.exists_mulVec_eq_zero_iff]
    simp only [energies, Set.mem_ofPred_eq, h1]
  rw [h3, h2, Complex.ofReal_eq_zero, sub_eq_zero]

/-- The lower root of the secular equation is the lowest energy of the Hamiltonian. -/
theorem lowerLevel_isLeast (D ζ g s B : ℝ) :
    IsLeast (energies (hamiltonian D ζ g s B)) (lowerLevel D ζ g s B) := by
  have hsq : √(D ^ 2 + 4 * (s * ζ / 2 + B) ^ 2) ^ 2 = D ^ 2 + 4 * (s * ζ / 2 + B) ^ 2 :=
    Real.sq_sqrt (by positivity)
  have h0 := Real.sqrt_nonneg (D ^ 2 + 4 * (s * ζ / 2 + B) ^ 2)
  constructor
  · rw [mem_energies_iff]
    unfold lowerLevel
    linear_combination hsq / 4
  · intro E hE
    rw [mem_energies_iff] at hE
    unfold lowerLevel
    -- twice the distance of E from the mean level is a square root of the discriminant
    have h : (D - 2 * (E - s * g * B / 2)) ^ 2 =
        √(D ^ 2 + 4 * (s * ζ / 2 + B) ^ 2) ^ 2 := by
      linear_combination 4 * hE - hsq
    have h' := abs_le_of_sq_le_sq h.le h0
    linarith [(abs_le.mp h').2]

/-- For `D > 0` and `s = ±1`, the slope of the lower level at zero field is the spin part `s g / 2`
minus the orbital part `s ζ / √(D² + ζ²)`. -/
theorem lowerLevel_hasDerivAt {D s : ℝ} (ζ g : ℝ) (hD : 0 < D) (hs : s ^ 2 = 1) :
    HasDerivAt (lowerLevel D ζ g s) (s * g / 2 - s * ζ / √(D ^ 2 + ζ ^ 2)) 0 := by
  have ha : HasDerivAt (fun B : ℝ => s * ζ / 2 + B) 1 0 :=
    (hasDerivAt_id' (0 : ℝ)).const_add _
  have hq : HasDerivAt (fun B : ℝ => D ^ 2 + 4 * ((s * ζ / 2 + B) * (s * ζ / 2 + B)))
      (4 * s * ζ) 0 :=
    (((ha.fun_mul ha).const_mul 4).const_add (D ^ 2)).congr_deriv (by ring)
  have hv : D ^ 2 + 4 * ((s * ζ / 2 + 0) * (s * ζ / 2 + 0)) = D ^ 2 + ζ ^ 2 := by
    linear_combination ζ ^ 2 * hs
  have hne : D ^ 2 + 4 * ((s * ζ / 2 + 0) * (s * ζ / 2 + 0)) ≠ 0 := by
    rw [hv]; positivity
  have hr : HasDerivAt (fun B : ℝ => √(D ^ 2 + 4 * ((s * ζ / 2 + B) * (s * ζ / 2 + B))))
      (4 * s * ζ / (2 * √(D ^ 2 + ζ ^ 2))) 0 := by
    have h := hq.sqrt hne
    simp only [hv] at h
    exact h
  have hl : HasDerivAt (fun B : ℝ => s * g * B / 2) (s * g * 1 / 2) 0 :=
    ((hasDerivAt_id' (0 : ℝ)).const_mul (s * g)).div_const 2
  have hfun : lowerLevel D ζ g s = fun B : ℝ => s * g * B / 2 +
      (D - √(D ^ 2 + 4 * ((s * ζ / 2 + B) * (s * ζ / 2 + B)))) / 2 := by
    funext B
    simp only [lowerLevel, pow_two]
  rw [hfun]
  exact (hl.fun_add ((hr.const_sub D).div_const 2)).congr_deriv (by ring)

/-- For `D > 0` and `ζ ≥ 0`, the perturbative shift `2ζ/D` is never smaller than the shift
`2ζ/√(D² + ζ²)`, and exceeds it by at most `ζ³/D³`. -/
theorem perturbative_shift_error {D ζ : ℝ} (hD : 0 < D) (hζ : 0 ≤ ζ) :
    0 ≤ 2 * ζ / D - 2 * ζ / √(D ^ 2 + ζ ^ 2) ∧
      2 * ζ / D - 2 * ζ / √(D ^ 2 + ζ ^ 2) ≤ ζ ^ 3 / D ^ 3 := by
  have hsq : √(D ^ 2 + ζ ^ 2) ^ 2 = D ^ 2 + ζ ^ 2 := Real.sq_sqrt (by positivity)
  have hDr : D ≤ √(D ^ 2 + ζ ^ 2) := Real.le_sqrt_of_sq_le (by nlinarith [sq_nonneg ζ])
  generalize √(D ^ 2 + ζ ^ 2) = r at hsq hDr ⊢
  have hr : 0 < r := lt_of_lt_of_le hD hDr
  -- the exact difference of the two shifts
  have e : 2 * ζ / D - 2 * ζ / r = 2 * ζ ^ 3 / (D * r * (r + D)) := by
    rw [div_sub_div _ _ hD.ne' hr.ne', div_eq_div_iff (by positivity) (by positivity)]
    linear_combination 2 * ζ * D * r * hsq
  rw [e]
  refine ⟨by positivity, ?_⟩
  calc 2 * ζ ^ 3 / (D * r * (r + D)) ≤ 2 * ζ ^ 3 / (D * D * (D + D)) := by gcongr
    _ = ζ ^ 3 / D ^ 3 := by
      rw [div_eq_div_iff (by positivity) (by positivity)]
      ring

/-- For `D > 0` and `ζ ≥ 0`, the splitting between the lowest energies of the two Kramers components
has the zero-field slope `g - 2ζ/√(D² + ζ²)`, which lies within `ζ³/D³` of the perturbative
value `g - 2ζ/D`. -/
theorem kramers_g_value {D ζ : ℝ} (g : ℝ) (hD : 0 < D) (hζ : 0 ≤ ζ) {Ep Em : ℝ → ℝ}
    (hp : ∀ B, IsLeast (energies (hamiltonian D ζ g 1 B)) (Ep B))
    (hm : ∀ B, IsLeast (energies (hamiltonian D ζ g (-1) B)) (Em B)) :
    HasDerivAt (fun B => Ep B - Em B) (g - 2 * ζ / √(D ^ 2 + ζ ^ 2)) 0 ∧
      |(g - 2 * ζ / √(D ^ 2 + ζ ^ 2)) - (g - 2 * ζ / D)| ≤ ζ ^ 3 / D ^ 3 := by
  constructor
  · -- least elements are unique, so both energies are the lower roots
    have h1 : Ep = lowerLevel D ζ g 1 :=
      funext fun B => (hp B).unique (lowerLevel_isLeast D ζ g 1 B)
    have h2 : Em = lowerLevel D ζ g (-1) :=
      funext fun B => (hm B).unique (lowerLevel_isLeast D ζ g (-1) B)
    rw [h1, h2]
    exact ((lowerLevel_hasDerivAt ζ g hD (by norm_num)).fun_sub
      (lowerLevel_hasDerivAt ζ g hD (by norm_num))).congr_deriv (by ring)
  · obtain ⟨h1, h2⟩ := perturbative_shift_error hD hζ
    rw [abs_le]
    constructor <;> linarith

/-- At fixed gap `D`, the value `g - 2ζ/√(D² + ζ²)` tends to `g - 2` as the spin-orbit
coupling `ζ` grows without bound. -/
theorem strong_coupling_limit (D g : ℝ) :
    Tendsto (fun ζ : ℝ => g - 2 * ζ / √(D ^ 2 + ζ ^ 2)) atTop (𝓝 (g - 2)) := by
  have h0 : Tendsto (fun ζ : ℝ => D / ζ) atTop (𝓝 0) :=
    tendsto_const_nhds.div_atTop tendsto_id
  have hF : Continuous (fun x : ℝ => g - 2 / √(x ^ 2 + 1)) :=
    continuous_const.sub (continuous_const.div (by fun_prop) (fun x => by positivity))
  have h := (hF.tendsto 0).comp h0
  have e : g - 2 / √((0 : ℝ) ^ 2 + 1) = g - 2 := by norm_num
  rw [e] at h
  refine h.congr' ?_
  filter_upwards [eventually_gt_atTop (0 : ℝ)] with ζ hζ
  -- the shift depends only on the ratio D / ζ
  have hs : D ^ 2 + ζ ^ 2 = ζ ^ 2 * ((D / ζ) ^ 2 + 1) := by
    field_simp
  have hR : √(D ^ 2 + ζ ^ 2) = ζ * √((D / ζ) ^ 2 + 1) := by
    rw [hs, Real.sqrt_mul (sq_nonneg ζ), Real.sqrt_sq hζ.le]
  change g - 2 / √((D / ζ) ^ 2 + 1) = g - 2 * ζ / √(D ^ 2 + ζ ^ 2)
  rw [hR, mul_comm 2 ζ, mul_div_mul_left _ _ hζ.ne']

end

end KramersGShift
```

```lean
#print axioms KramersGShift.hamiltonian_time_reversal
#print axioms KramersGShift.kramers_g_value
#print axioms KramersGShift.strong_coupling_limit
```

```
'KramersGShift.hamiltonian_time_reversal' depends on axioms: [propext, Classical.choice, Quot.sound]
'KramersGShift.kramers_g_value' depends on axioms: [propext, Classical.choice, Quot.sound]
'KramersGShift.strong_coupling_limit' depends on axioms: [propext, Classical.choice, Quot.sound]
```

## Two orbitals, one spin label, one field direction

The orbitals, numbered 0 and 1 as in Lean, can be pictured as p_x and p_y, with energies 0 and D. The gap D stands for the splitting that the surroundings of the atom impose. Between real orbitals the angular momentum L_z has only imaginary off-diagonal elements, here −i and i. The label s = ±1 is the spin direction along z, so S_z = s/2. The field B points along z and is measured in energy units, with the Bohr magneton absorbed. Spin-orbit coupling ζ L_z S_z and the orbital Zeeman term B L_z then combine into a single coupling:

a = sζ/2 + B

H_s(B) = [[0, −ia], [ia, D]] + sgB/2

This is `hamiltonian D ζ g s B`. The constant ζ stands for the strength of the spin-orbit interaction, which comes mostly from the region near the nucleus and is large in heavy elements. The number g is the spin g-factor, and the theorems allow any real value for it.

The set `energies` contains the real numbers E for which the matrix has a nonzero eigenvector. In `kramers_g_value`, the functions `Ep` and `Em` are assumed to give the least element of this set at every field, for s = 1 and s = −1. The theorem says that `Ep B - Em B` has the stated derivative at B = 0, and it bounds the distance to the perturbative value. No eigenvalue formula enters the hypotheses, and `lowerLevel_isLeast` shows that such functions exist.

The label s names a Kramers partner because of time reversal: complex conjugation turns H_s(B) into H_{−s}(−B), which is `hamiltonian_time_reversal`. At B = 0 the two components therefore have the same energies, and the slope of their splitting is an effective g-value. The main proof does not use this symmetry.

The model leaves out electron repulsion, further orbitals such as p_z, terms quadratic in the field and other field directions, so it yields one component of a g-tensor. Within this one-electron, two-orbital model, the bound limits the error of a g-shift computed to first order in spin-orbit coupling. It is close to the true error for small ζ/D and loose for large ζ/D.

## From the secular equation to the slope

Write e = E − sgB/2. The determinant of H_s(B) − E is (−e)(D − e) − (−ia)(ia), and (−ia)(ia) = a², so E is an energy exactly when

e(e − D) = a².

This is `mem_energies_iff`. Its proof rewrites the eigenvector condition as a vanishing determinant and computes the 2×2 determinant using i² = −1.

Multiplying by 4 and completing the square gives

(D − 2e)² = D² + 4a².

Hence D − 2e ≤ √(D² + 4a²) for every energy, with equality for the lower root. The lowest energy is

E_s(B) = sgB/2 + (D − √(D² + 4a²))/2.

This is `lowerLevel`. The proof of `lowerLevel_isLeast` checks that it solves the secular equation, then obtains the lower bound from the completed square.

Since da/dB = 1, the square root has the derivative 4a/√(D² + 4a²). At B = 0 we have a = sζ/2, and s² = 1 gives 4a² = ζ². The derivative of the root is therefore 2sζ/√(D² + ζ²), and

E_s′(0) = sg/2 − sζ/√(D² + ζ²).

`lowerLevel_hasDerivAt` follows the same chain rule; D > 0 keeps the radicand away from zero. Subtracting the slope for s = −1 from that for s = +1 gives g − 2ζ/√(D² + ζ²). In `kramers_g_value`, uniqueness of least elements identifies `Ep` and `Em` with the two lower roots, and the derivatives are subtracted.

## The cubic error and the saturating shift

For a small coupling the lowest energy is approximately sgB/2 − a²/D. The part of −a²/D linear in B is −sζB/D, and the difference between the two components gives the perturbative value g − 2ζ/D. With r = √(D² + ζ²) we have r² − D² = ζ², so r − D = ζ²/(r + D) and

2ζ/D − 2ζ/r = 2ζ(r − D)/(Dr) = 2ζ³/(Dr(r + D)).

This is nonnegative, and r ≥ D bounds it by 2ζ³/(D · D · 2D) = ζ³/D³. `perturbative_shift_error` proves the same identity and then replaces r by D in the denominator. The first-order formula thus never underestimates the size of the shift in this model.

For ζ > 0 the shift can be written as 2/√((D/ζ)² + 1), which tends to 2 as ζ → ∞ at fixed D. This is how `strong_coupling_limit` obtains the limit g − 2. In this model the lowest state approaches an eigenstate of L_z with eigenvalue −s, whose orbital Zeeman energy is −sB. In a real p shell such strong coupling would also mix in p_z, so the limit belongs to the two-orbital model. The perturbative value instead decreases without bound.

## Signs of ζ and D, and the upper pair

The error bound needs ζ ≥ 0. For D = 1 and ζ = −1 the two g-values differ by 2 − √2, while ζ³/D³ = −1. It also needs D > 0: for D = −1 and ζ = 1 they differ by 2 + √2, and the right-hand side is again −1. The slope of a single level can fail too. For D = ζ = 0 the lowest energy is sgB/2 − |B|, which has a kink at B = 0.

The same calculation with the plus sign before the square root treats the upper Kramers pair. Its splitting has the zero-field slope g + 2ζ/√(D² + ζ²), which is not among the Lean theorems above.
